# In the velocity form, the relative Coulomb correction to plane-wave photoionization of hydrogen 1s is −π/k to leading order at high momentum

Take the function \(f(h)=1-\pi h\) and put \(h=1/k\). Then \(k\,(f(1/k)-1)=-\pi\) for every \(k>0\): multiplying by \(k\) reads off the slope of \(f\) at \(h=0\). For \(f(h)=e^{-\pi h}\) the same expression is no longer constant, but it still tends to the slope \(-\pi\) as \(k\to\infty\).

In the non-relativistic dipole approximation, photoionization of hydrogen 1s follows this pattern. Let \(k\) be the photoelectron momentum in atomic units, \(S(k)\) the shape of the cross section with a Coulomb final state, and \(B(k)\) the shape with a plane wave, computed in the dipole-velocity form; both leave out the same constant prefactor. Their ratio is \(e^{-\pi/k}\) times a factor with no term of order \(1/k\), so \(k(S/B-1)\to-\pi\).

## The two shapes

```lean
import Mathlib

open Real Filter Topology

namespace HydrogenPhotoionization

noncomputable section
```

These lines load Mathlib and give short access to \(\pi\) and to the notation for limits.

```lean
/-- Photoionization shape of hydrogen 1s with a Coulomb final state, for momentum `k > 0`. -/
def coulombShape (k : ℝ) : ℝ :=
  ((1 + k ^ 2) ^ 4)⁻¹ * Real.exp (-4 * Real.arctan k / k) / (1 - Real.exp (-2 * π / k))
```

This defines
\[
S(k)=\frac{1}{(1+k^2)^4}\,\frac{e^{-4\arctan(k)/k}}{1-e^{-2\pi/k}} .
\]
The type `ℝ → ℝ` admits every real \(k\), but the physics lies at \(k>0\), and the theorems keep to that range.

```lean
/-- Photoionization shape of hydrogen 1s with a plane-wave final state, for momentum `k > 0`. -/
def planeWaveShape (k : ℝ) : ℝ :=
  k ^ 3 / (2 * π * (1 + k ^ 2) ^ 5)
```

This is \(B(k)=k^3/\bigl(2\pi(1+k^2)^5\bigr)\). Both shapes omit the same constant prefactor, and \(B\) is normalised as the dipole-velocity matrix element gives it; the length form with a plane wave would give \(4B\). The formulas are taken as definitions, not derived from matrix elements. They belong to a non-relativistic, one-electron atom in the dipole approximation.

```lean
/-- The factor `(1 + h²) exp(4 h arctan h)` of the inverse momentum `h = 1/k`. -/
def evenFactor (h : ℝ) : ℝ :=
  (1 + h ^ 2) * Real.exp (4 * h * Real.arctan h)
```

With \(h=1/k\), this is \(A(h)=(1+h^2)\,e^{4h\arctan h}\). It is even and differentiable in \(h\), so it has no linear term at \(h=0\).

## An exact factorization

```lean
/-- The plane-wave shape is positive at every positive momentum. -/
theorem planeWaveShape_pos {k : ℝ} (hk : 0 < k) : 0 < planeWaveShape k := by
  unfold planeWaveShape
  positivity
```

In a Lean theorem, the hypotheses stand before the colon and the claim after it. Here `hk` names the assumption \(k>0\), and the claim is \(B(k)>0\). The tactic `positivity` checks the signs of the factors.

```lean
/-- The denominator `1 - exp(-2π/k)` of the Coulomb shape is positive for `k > 0`. -/
theorem coulomb_denominator_pos {k : ℝ} (hk : 0 < k) :
    0 < 1 - Real.exp (-2 * π / k) :=
  sub_pos.2 (Real.exp_lt_one_iff.2 (div_neg_of_neg_of_pos (by linarith [Real.pi_pos]) hk))
```

Since \(-2\pi/k<0\), the exponential is below 1 and the denominator of \(S\) is positive.

```lean
/-- For `k > 0` the Coulomb shape is the plane-wave shape times `exp(-π/k)` times the product of
`evenFactor (1/k)` and `(π/k) / sinh(π/k)`. -/
theorem coulomb_factorization {k : ℝ} (hk : 0 < k) :
    coulombShape k = planeWaveShape k * Real.exp (-(π / k)) *
      (evenFactor k⁻¹ * (π / k / Real.sinh (π / k))) := by
  have hk0 : k ≠ 0 := hk.ne'
  have hq : 1 + k ^ 2 ≠ 0 := by positivity
  -- reflect the arctangent to the inverse momentum
  have h1 : Real.exp (-4 * Real.arctan k / k) = Real.exp (-(π / k)) * Real.exp (-(π / k)) *
      Real.exp (4 * k⁻¹ * Real.arctan k⁻¹) := by
    rw [← Real.exp_add, ← Real.exp_add, Real.arctan_inv_of_pos hk]
    congr 1
    ring
  have h2 : 1 - Real.exp (-2 * π / k) = 2 * Real.exp (-(π / k)) * Real.sinh (π / k) := by
    have e : Real.exp (-2 * π / k) = Real.exp (-(π / k)) * Real.exp (-(π / k)) := by
      rw [← Real.exp_add]
      congr 1
      ring
    have e' : Real.exp (-(π / k)) * Real.exp (π / k) = 1 := by
      rw [← Real.exp_add, neg_add_cancel, Real.exp_zero]
    rw [Real.sinh_eq]
    linear_combination -e - e'
  have h3 : 1 + (k⁻¹) ^ 2 = (1 + k ^ 2) / k ^ 2 := by
    rw [eq_div_iff (pow_ne_zero 2 hk0), add_mul, one_mul, ← mul_pow,
      inv_mul_cancel₀ hk0, one_pow, add_comm]
  have key : ∀ p E s : ℝ, p ≠ 0 → s ≠ 0 →
      ((1 + k ^ 2) ^ 4)⁻¹ * (p * p * E) / (2 * p * s) =
      k ^ 3 / (2 * π * (1 + k ^ 2) ^ 5) * p * ((1 + k ^ 2) / k ^ 2 * E * (π / k / s)) := by
    intro p E s hp hs
    have hpi : π ≠ 0 := Real.pi_ne_zero
    field_simp
  unfold coulombShape planeWaveShape evenFactor
  rw [h1, h2, h3]
  exact key _ _ _ (Real.exp_ne_zero _) (Real.sinh_pos_iff.2 (div_pos Real.pi_pos hk)).ne'
```

The claim, for \(k>0\), is
\[
S(k)=B(k)\,e^{-\pi/k}\,A(1/k)\,\frac{\pi/k}{\sinh(\pi/k)} .
\]
Write \(x=\pi/k\) and \(h=1/k\). For positive \(k\), \(\arctan k=\pi/2-\arctan h\), so
\[
e^{-4\arctan(k)/k}=e^{-2x}\,e^{4h\arctan h},\qquad 1-e^{-2x}=2e^{-x}\sinh x .
\]
Therefore
\[
S=\frac{e^{-x}\,e^{4h\arctan h}}{2(1+k^2)^4\sinh x}.
\]
On the other side, \(1+h^2=(1+k^2)/k^2\) gives
\[
B\,A(h)\,x=\frac{k\,e^{4h\arctan h}}{2\pi(1+k^2)^4}\cdot\frac{\pi}{k}
=\frac{e^{4h\arctan h}}{2(1+k^2)^4},
\]
and multiplication by \(e^{-x}/\sinh x\) yields \(S\).

In the proof, `h1`, `h2` and `h3` are the three identities just used. The step `key` is the remaining algebra, with the exponentials and \(\sinh x\) replaced by letters so that `field_simp` can clear the fractions.

## Reading off a slope at infinite momentum

```lean
/-- For `x > 0` the ratio `x / sinh x` lies between `1 / cosh x` and `1`. -/
theorem div_sinh_bounds {x : ℝ} (hx : 0 < x) :
    1 / Real.cosh x ≤ x / Real.sinh x ∧ x / Real.sinh x ≤ 1 := by
  obtain ⟨c, hc, h⟩ := exists_hasDerivAt_eq_slope Real.sinh Real.cosh hx
    Real.continuous_sinh.continuousOn (fun y _ => Real.hasDerivAt_sinh y)
  rw [Real.sinh_zero, sub_zero, sub_zero, eq_div_iff hx.ne'] at h
  have hs : 0 < Real.sinh x := Real.sinh_pos_iff.2 hx
  have h1 : Real.cosh c ≤ Real.cosh x := by
    rw [Real.cosh_le_cosh, abs_of_pos hc.1, abs_of_pos hx]
    exact hc.2.le
  constructor
  · rw [div_le_div_iff₀ (Real.cosh_pos x) hs]
    nlinarith
  · rw [div_le_one hs]
    nlinarith [Real.one_le_cosh c]
```

For \(x>0\), the mean value theorem gives a \(c\) between 0 and \(x\) with \(\sinh x/x=\cosh c\). Because \(1\le\cosh c\le\cosh x\), taking reciprocals gives
\[
\frac1{\cosh x}\le\frac{x}{\sinh x}\le1 .
\]
The line with `obtain` extracts \(c\), and `nlinarith` settles the inequalities once the denominators are cleared.

```lean
/-- If `f` has value 1 and slope `c` at zero inverse momentum, then `k (f(1/k) - 1)` tends
to `c` at high momentum. -/
theorem tendsto_first_order {f : ℝ → ℝ} {c : ℝ} (h0 : f 0 = 1) (hf : HasDerivAt f c 0) :
    Tendsto (fun k : ℝ => k * (f k⁻¹ - 1)) atTop (𝓝 c) := by
  refine (hf.tendsto_slope_zero_right.comp tendsto_inv_atTop_nhdsGT_zero).congr (fun k => ?_)
  simp [h0]
```

This is the opening example for a general \(f\). `HasDerivAt f c 0` says that \(f\) has derivative \(c\) at 0, `atTop` means \(k\to\infty\), and `𝓝 c` is the limit value. With \(h=1/k\),
\[
k\,(f(1/k)-1)=\frac{f(h)-f(0)}{h}\to c .
\]
The hypothesis `h0`, that \(f(0)=1\), is needed. The constant function \(f=1/4\) has slope 0, yet \(k(f-1)=-3k/4\to-\infty\). The length form, with \(4B\) in place of \(B\), would have this effect, because \(S/(4B)\to1/4\).

```lean
/-- Relative to the plane-wave shape times `exp(-π/k)`, the Coulomb shape has no correction
of order `1/k` at high momentum. -/
theorem corrected_planeWave :
    Tendsto (fun k => k * (coulombShape k / (planeWaveShape k * Real.exp (-(π / k))) - 1))
      atTop (𝓝 0) := by
  have hA : HasDerivAt evenFactor 0 0 := by
    have h1 := (hasDerivAt_pow 2 (0 : ℝ)).const_add 1
    have h2 := (((hasDerivAt_id' (0 : ℝ)).const_mul 4).fun_mul (Real.hasDerivAt_arctan 0)).exp
    exact (h1.fun_mul h2).congr_deriv (by simp)
  have hC : HasDerivAt (fun h => evenFactor h / Real.cosh (π * h)) 0 0 := by
    have h1 := ((hasDerivAt_id' (0 : ℝ)).const_mul π).cosh
    exact (hA.fun_div h1 (Real.cosh_pos _).ne').congr_deriv (by simp)
  have hu := tendsto_first_order (by simp [evenFactor]) hA
  have hl : Tendsto (fun k : ℝ => k * (evenFactor k⁻¹ / Real.cosh (π * k⁻¹) - 1))
      atTop (𝓝 0) := tendsto_first_order (by simp [evenFactor]) hC
  have hG : ∀ k : ℝ, 0 < k → coulombShape k / (planeWaveShape k * Real.exp (-(π / k))) =
      evenFactor k⁻¹ * (π / k / Real.sinh (π / k)) := fun k hk => by
    rw [coulomb_factorization hk, mul_div_cancel_left₀ _
      (mul_pos (planeWaveShape_pos hk) (Real.exp_pos _)).ne']
  have hpos : ∀ h : ℝ, 0 ≤ evenFactor h := fun h => by
    unfold evenFactor
    positivity
  -- squeeze between two functions of `1/k` with zero slope
  refine tendsto_of_tendsto_of_tendsto_of_le_of_le' hl hu ?_ ?_
  · filter_upwards [eventually_gt_atTop 0] with k hk
    have hb := mul_le_mul_of_nonneg_left (div_sinh_bounds (div_pos Real.pi_pos hk)).1 (hpos k⁻¹)
    rw [hG k hk, ← div_eq_mul_inv π k, div_eq_mul_one_div (evenFactor k⁻¹)]
    exact mul_le_mul_of_nonneg_left (sub_le_sub_right hb 1) hk.le
  · filter_upwards [eventually_gt_atTop 0] with k hk
    have hb := mul_le_of_le_one_right (hpos k⁻¹) (div_sinh_bounds (div_pos Real.pi_pos hk)).2
    rw [hG k hk]
    exact mul_le_mul_of_nonneg_left (sub_le_sub_right hb 1) hk.le
```

Let \(R(k)=S/(B\,e^{-\pi/k})\). The theorem says \(k(R(k)-1)\to0\): the exponential carries the whole first-order correction.

By the factorization, \(R=A(h)\,x/\sinh x\). At \(h=0\) the last factor reads \(0/0\), which Lean evaluates as 0, so the slope lemma does not apply to it directly. The bounds on \(x/\sinh x\) and \(A\ge0\) give instead
\[
\frac{A(h)}{\cosh(\pi h)}\le R(k)\le A(h).
\]
Both outer functions equal 1 at \(h=0\). Their slopes vanish there, since
\[
A'(h)=e^{4h\arctan h}\left[2h+(1+h^2)\left(4\arctan h+\frac{4h}{1+h^2}\right)\right]
\]
is 0 at \(h=0\), and so is the derivative \(\pi\sinh(\pi h)\) of \(\cosh(\pi h)\). The slope lemma sends both bounds on \(k(R-1)\) to 0.

In Lean, `hA` and `hC` are the two derivatives, `hl` and `hu` the lower and upper limits, and `hG` the formula for \(R\). The `refine` line applies the squeeze theorem, and `filter_upwards` restricts attention to \(k>0\).

## The limit −π

```lean
/-- At high momentum the relative deviation of the Coulomb shape from the plane-wave shape,
multiplied by `k`, tends to `-π`. -/
theorem coulomb_planeWave_high_momentum :
    Tendsto (fun k => k * (coulombShape k / planeWaveShape k - 1)) atTop (𝓝 (-π)) := by
  have he : Tendsto (fun k : ℝ => k * (Real.exp (-(π * k⁻¹)) - 1)) atTop (𝓝 (-π)) :=
    tendsto_first_order (f := fun h => Real.exp (-(π * h))) (by simp)
      (((hasDerivAt_id' (0 : ℝ)).const_mul π).fun_neg.exp.congr_deriv (by simp))
  have h1 : Tendsto (fun k : ℝ => Real.exp (-(π * k⁻¹))) atTop (𝓝 1) := by
    have hc : Continuous (fun h : ℝ => Real.exp (-(π * h))) := by fun_prop
    have := (hc.tendsto 0).comp tendsto_inv_atTop_zero
    simpa [Function.comp_def] using this
  have h := (h1.mul corrected_planeWave).add he
  rw [one_mul, zero_add] at h
  refine h.congr' ?_
  filter_upwards [eventually_gt_atTop 0] with k hk
  rw [← div_eq_mul_inv π k]
  have hq : Real.exp (-(π / k)) *
      (coulombShape k / (planeWaveShape k * Real.exp (-(π / k)))) =
      coulombShape k / planeWaveShape k := by
    rw [← mul_div_assoc, mul_comm (planeWaveShape k), mul_div_mul_left _ _ (Real.exp_ne_zero _)]
  linear_combination k * hq
```

The claim is \(k(S/B-1)\to-\pi\), or equivalently \(S/B=1-\pi/k+o(1/k)\). Since \(S/B=e^{-\pi/k}R\),
\[
k\left(\frac SB-1\right)=e^{-\pi/k}\,k(R-1)+k\left(e^{-\pi/k}-1\right)\to1\cdot0-\pi .
\]
The limits `h1` and `he` supply \(e^{-\pi/k}\to1\) and the slope \(-\pi\); `linear_combination` confirms the splitting.

For this one-electron, non-relativistic model, the result shows how slowly the plane-wave cross section in the velocity form becomes accurate: at \(k=10\) the leading term \(-\pi/k\) is still about \(-0.31\), and the two formulas give \(S/B\approx0.76\). The theorem gives no bound on the remainder at finite \(k\).

## Threshold and crossing

```lean
/-- At threshold the ratio of the Coulomb shape to the plane-wave shape, multiplied by `k³`,
tends to `2π exp(-4)`. -/
theorem coulomb_planeWave_threshold :
    Tendsto (fun k => k ^ 3 * (coulombShape k / planeWaveShape k)) (𝓝[>] 0)
      (𝓝 (2 * π * Real.exp (-4))) := by
  have ha : Tendsto (fun k : ℝ => Real.arctan k / k) (𝓝[>] 0) (𝓝 1) := by
    have := (Real.hasDerivAt_arctan 0).tendsto_slope_zero_right
    simpa [div_eq_inv_mul] using this
  have hn : Tendsto (fun k : ℝ => Real.exp (-4 * Real.arctan k / k)) (𝓝[>] 0)
      (𝓝 (Real.exp (-4))) := by
    have := (Real.continuous_exp.tendsto _).comp (ha.const_mul (-4))
    rw [mul_one] at this
    refine this.congr (fun k => ?_)
    rw [Function.comp_apply, mul_div_assoc]
  have hd : Tendsto (fun k : ℝ => Real.exp (-2 * π / k)) (𝓝[>] 0) (𝓝 0) := by
    have hb : Tendsto (fun k : ℝ => -2 * π / k) (𝓝[>] 0) atBot := by
      simp only [div_eq_mul_inv]
      exact tendsto_inv_nhdsGT_zero.const_mul_atTop_of_neg (by linarith [Real.pi_pos])
    exact Real.tendsto_exp_atBot.comp hb
  have hp : Tendsto (fun k : ℝ => 2 * π * (1 + k ^ 2)) (𝓝[>] 0) (𝓝 (2 * π)) := by
    have hc : Continuous (fun k : ℝ => 2 * π * (1 + k ^ 2)) := by fun_prop
    have := (hc.tendsto 0).mono_left (nhdsWithin_le_nhds (s := Set.Ioi 0))
    simpa using this
  have h : Tendsto (fun k : ℝ => 2 * π * (1 + k ^ 2) * Real.exp (-4 * Real.arctan k / k) /
      (1 - Real.exp (-2 * π / k))) (𝓝[>] 0) (𝓝 (2 * π * Real.exp (-4) / (1 - 0))) :=
    (hp.mul hn).div (hd.const_sub 1) (by norm_num)
  rw [sub_zero, div_one] at h
  refine h.congr' ?_
  filter_upwards [self_mem_nhdsWithin] with k hk
  have hk0 : k ≠ 0 := ne_of_gt hk
  have hq : 1 + k ^ 2 ≠ 0 := by positivity
  have hpi : π ≠ 0 := Real.pi_ne_zero
  have hne := (coulomb_denominator_pos hk).ne'
  unfold coulombShape planeWaveShape
  generalize 1 - Real.exp (-2 * π / k) = d at hne ⊢
  generalize Real.exp (-4 * Real.arctan k / k) = e
  field_simp
```

Here `𝓝[>] 0` means that \(k\) approaches 0 from above. Inserting the definitions gives
\[
k^3\,\frac{S}{B}=2\pi(1+k^2)\,\frac{e^{-4\arctan(k)/k}}{1-e^{-2\pi/k}} .
\]
As \(k\to0^+\), \(\arctan(k)/k\) tends to 1, the slope of arctan at 0, while \(-2\pi/k\to-\infty\) makes \(e^{-2\pi/k}\) vanish. The limit is \(2\pi e^{-4}\), so \(S/B\) grows like \(k^{-3}\). In physical terms, the plane wave misses the Coulomb attraction, which keeps the cross section from vanishing at threshold: \(B\) tends to 0 there, while \(S\) tends to \(e^{-4}\).

The proof collects these limits in `ha`, `hn`, `hd` and `hp`, combines them in `h`, and ends with the algebra that identifies the two expressions.

```lean
/-- The plane-wave shape lies below the Coulomb shape near threshold and above it at high
momentum, and the two are equal at some positive momentum. -/
theorem shapes_cross :
    (∀ᶠ k in 𝓝[>] 0, planeWaveShape k < coulombShape k) ∧
    (∀ᶠ k in atTop, coulombShape k < planeWaveShape k) ∧
    ∃ k, 0 < k ∧ coulombShape k = planeWaveShape k := by
  have low : ∀ᶠ k in 𝓝[>] 0, planeWaveShape k < coulombShape k := by
    have h0 : Tendsto (fun k : ℝ => k ^ 3) (𝓝[>] 0) (𝓝 0) := by
      have := ((continuous_pow 3).tendsto (0 : ℝ)).mono_left
        (nhdsWithin_le_nhds (s := Set.Ioi 0))
      simpa using this
    filter_upwards [h0.eventually_lt coulomb_planeWave_threshold (by positivity),
      self_mem_nhdsWithin] with k hlt hk
    have hk' : 0 < k := hk
    refine (one_lt_div (planeWaveShape_pos hk')).1 ?_
    exact lt_of_mul_lt_mul_left (by rwa [mul_one]) (pow_pos hk' 3).le
  have high : ∀ᶠ k in atTop, coulombShape k < planeWaveShape k := by
    filter_upwards [coulomb_planeWave_high_momentum.eventually_lt_const
      (neg_lt_zero.2 Real.pi_pos), eventually_gt_atTop 0] with k hlt hk
    refine (div_lt_one (planeWaveShape_pos hk)).1 ?_
    by_contra hc
    have := mul_nonneg hk.le (sub_nonneg.2 (not_lt.1 hc))
    linarith
  refine ⟨low, high, ?_⟩
  obtain ⟨a, ha, ha0⟩ := (low.and self_mem_nhdsWithin).exists
  obtain ⟨b, hb, hb0⟩ := (high.and (eventually_gt_atTop 0)).exists
  have hS : ContinuousOn coulombShape (Set.Ioi 0) := by
    intro k hk
    have hk0 : k ≠ 0 := ne_of_gt hk
    have hq : (1 + k ^ 2) ^ 4 ≠ 0 := by positivity
    have hne := (coulomb_denominator_pos hk).ne'
    have h1 : ContinuousAt (fun k : ℝ => Real.exp (-4 * Real.arctan k / k)) k :=
      ((continuousAt_const.mul Real.continuous_arctan.continuousAt).div continuousAt_id hk0).rexp
    have h2 : ContinuousAt (fun k : ℝ => 1 - Real.exp (-2 * π / k)) k :=
      continuousAt_const.sub (continuousAt_const.div continuousAt_id hk0).rexp
    have h3 : ContinuousAt (fun k : ℝ => (1 + k ^ 2) ^ 4) k := by fun_prop
    exact (((h3.inv₀ hq).mul h1).div h2 hne).continuousWithinAt
  have hB : ContinuousOn planeWaveShape (Set.Ioi 0) := by
    refine ContinuousOn.div (by fun_prop) (by fun_prop) (fun k _ => ?_)
    positivity
  -- the intermediate value theorem on the half-line of positive momenta
  obtain ⟨k, hk, h⟩ := isPreconnected_Ioi.intermediate_value₂ hb0 ha0 hS hB hb.le ha.le
  exact ⟨k, hk, h⟩

end

end HydrogenPhotoionization
```

The symbol `∀ᶠ` reads "for all \(k\) sufficiently far along the limit". The three claims are \(B<S\) close enough to threshold, \(S<B\) at large enough momentum, and \(S(k)=B(k)\) for some \(k>0\).

Near threshold, \(k^3\to0\) while \(k^3S/B\to2\pi e^{-4}>0\). Eventually \(k^3<k^3S/B\), hence \(S/B>1\). At high momentum, \(k(S/B-1)\) tends to \(-\pi<0\), so it is eventually negative and \(S/B<1\). These are `low` and `high`.

Now choose a momentum \(a\) where \(B<S\) and a momentum \(b\) where \(S<B\). Both shapes are continuous on \(k>0\), by `hS` and `hB`, so the intermediate value theorem gives a crossing between them. The theorem does not locate it or say that it is the only one.

```lean
#print axioms HydrogenPhotoionization.coulomb_planeWave_high_momentum
-- 'HydrogenPhotoionization.coulomb_planeWave_high_momentum' depends on axioms: [propext, Classical.choice, Quot.sound]
#print axioms HydrogenPhotoionization.shapes_cross
-- 'HydrogenPhotoionization.shapes_cross' depends on axioms: [propext, Classical.choice, Quot.sound]
```
